# The Delta gauge bounds the difference in equilibrium volume between two harmonic equations of state on a window centred at their midpoint

The Delta gauge is the root mean square difference of two energy-volume curves over a window of volumes. Here both curves are parabolas with positive stiffnesses `k₁` and `k₂` and minimum energy zero, their equilibrium volumes are `c + d` and `c - d`, and the window has half-width `w > 0` about the midpoint `c`. The lemma `volume_shift_le` states that `|d|`, half the distance between the two equilibrium volumes, is at most √3 times the gauge divided by `(k₁ + k₂) * w`. The attempt clears the denominator, squares both sides, puts in the exact formula `deltaGauge_sq` for the squared gauge, and drops the nonnegative term that comes from the stiffness mismatch.

This version doesn't compile in Lean 4 with Mathlib:

```lean
import Mathlib

open intervalIntegral

namespace DeltaGauge

noncomputable section

/-- Harmonic equation of state with stiffness `k` and equilibrium volume `V₀`,
its minimum energy being set to zero. -/
def harmonicEOS (k V₀ V : ℝ) : ℝ := k / 2 * (V - V₀) ^ 2

/-- The Delta gauge: root mean square difference of two energy-volume curves
on the window from `c - w` to `c + w`. -/
def deltaGauge (E₁ E₂ : ℝ → ℝ) (c w : ℝ) : ℝ :=
  Real.sqrt ((∫ V in (c - w)..(c + w), (E₁ V - E₂ V) ^ 2) / (2 * w))

/-- The Delta gauge is nonnegative. -/
theorem deltaGauge_nonneg (E₁ E₂ : ℝ → ℝ) (c w : ℝ) : 0 ≤ deltaGauge E₁ E₂ c w :=
  Real.sqrt_nonneg _

/-- The energy difference splits into a part even about the window centre, proportional to the
stiffness difference, and an odd part, proportional to the volume shift. -/
theorem energy_difference (k₁ k₂ c d V : ℝ) :
    harmonicEOS k₁ (c + d) V - harmonicEOS k₂ (c - d) V =
      (k₁ - k₂) / 2 * ((V - c) ^ 2 + d ^ 2) - (k₁ + k₂) * d * (V - c) := by
  unfold harmonicEOS
  ring

/-- The squared energy difference of two harmonic equations of state, integrated over the
window. -/
theorem integral_sq_difference (k₁ k₂ c d w : ℝ) :
    (∫ V in (c - w)..(c + w),
      (harmonicEOS k₁ (c + d) V - harmonicEOS k₂ (c - d) V) ^ 2) =
      2 * w * ((k₁ - k₂) ^ 2 * (w ^ 4 / 5 + 2 * d ^ 2 * w ^ 2 / 3 + d ^ 4) / 4
        + (k₁ + k₂) ^ 2 * d ^ 2 * w ^ 2 / 3) := by
  simp only [energy_difference]
  -- an explicit antiderivative, as a polynomial in the distance from the centre
  have hF : ∀ V : ℝ, HasDerivAt
      (fun V : ℝ => ((k₁ - k₂) ^ 2 / 20) * (V - c) ^ 5
        + (-((k₁ - k₂) * (k₁ + k₂) * d / 4)) * (V - c) ^ 4
        + ((k₁ - k₂) ^ 2 * d ^ 2 / 6 + (k₁ + k₂) ^ 2 * d ^ 2 / 3) * (V - c) ^ 3
        + (-((k₁ - k₂) * (k₁ + k₂) * d ^ 3 / 2)) * (V - c) ^ 2
        + ((k₁ - k₂) ^ 2 * d ^ 4 / 4) * (V - c))
      (((k₁ - k₂) / 2 * ((V - c) ^ 2 + d ^ 2) - (k₁ + k₂) * d * (V - c)) ^ 2) V := by
    intro V
    have h : HasDerivAt (fun V : ℝ => V - c) 1 V := (hasDerivAt_id' V).sub_const c
    refine HasDerivAt.congr_deriv
      ((((((h.fun_pow 5).const_mul _).fun_add ((h.fun_pow 4).const_mul _)).fun_add
        ((h.fun_pow 3).const_mul _)).fun_add ((h.fun_pow 2).const_mul _)).fun_add
        (h.const_mul _)) ?_
    push_cast
    ring
  rw [integral_eq_sub_of_hasDerivAt (fun V _ => hF V)
    (Continuous.intervalIntegrable (by fun_prop) _ _)]
  -- the terms even in the distance from the centre cancel between the two ends
  ring

/-- The squared Delta gauge of two harmonic equations of state whose equilibrium volumes lie
at `c + d` and `c - d`, on a window of half-width `w` about `c`. -/
theorem deltaGauge_sq (k₁ k₂ c d : ℝ) {w : ℝ} (hw : 0 < w) :
    deltaGauge (harmonicEOS k₁ (c + d)) (harmonicEOS k₂ (c - d)) c w ^ 2 =
      (k₁ - k₂) ^ 2 * (w ^ 4 / 5 + 2 * d ^ 2 * w ^ 2 / 3 + d ^ 4) / 4
        + (k₁ + k₂) ^ 2 * d ^ 2 * w ^ 2 / 3 := by
  have h2w : 2 * w ≠ 0 := by positivity
  unfold deltaGauge
  rw [integral_sq_difference, mul_div_cancel_left₀ _ h2w]
  exact Real.sq_sqrt (by positivity)

/-- The Delta gauge bounds the distance `|d|` of either equilibrium volume from their
midpoint. -/
theorem volume_shift_le {k₁ k₂ w : ℝ} (c d : ℝ) (hk₁ : 0 < k₁) (hk₂ : 0 < k₂) (hw : 0 < w) :
    |d| ≤ Real.sqrt 3 * deltaGauge (harmonicEOS k₁ (c + d)) (harmonicEOS k₂ (c - d)) c w
      / ((k₁ + k₂) * w) := by
  have hpos : 0 < (k₁ + k₂) * w := by positivity
  rw [le_div_iff₀ hpos]
  refine (sq_le_sq₀ (by positivity)
    (mul_nonneg (Real.sqrt_nonneg _) (Real.sqrt_nonneg _))).1 ?_
  rw [mul_pow, mul_pow (Real.sqrt 3), sq_abs, Real.sq_sqrt (by norm_num),
    deltaGauge_sq k₁ k₂ c d hw]
  -- the stiffness mismatch can only increase the gauge
  have hA : 0 ≤ (k₁ - k₂) ^ 2 * (w ^ 4 / 5 + 2 * d ^ 2 * w ^ 2 / 3 + d ^ 4) / 4 := by
    positivity
  linarith

end

end DeltaGauge
```

The error:

```
Main.lean:80:4: error: Tactic `rewrite` failed: Did not find an occurrence of the pattern
  deltaGauge (harmonicEOS k₁ (c + d)) (harmonicEOS k₂ (c - d)) c w ^ 2
in the target expression
  d ^ 2 * ((k₁ + k₂) * w) ^ 2 ≤
    3 * √((∫ (V : ℝ) in c - w..c + w, (harmonicEOS k₁ (c + d) V - harmonicEOS k₂ (c - d) V) ^ 2) / (2 * w)) ^ 2

k₁ k₂ w c d : ℝ
hk₁ : 0 < k₁
hk₂ : 0 < k₂
hw : 0 < w
hpos : 0 < (k₁ + k₂) * w
⊢ d ^ 2 * ((k₁ + k₂) * w) ^ 2 ≤
    3 * √((∫ (V : ℝ) in c - w..c + w, (harmonicEOS k₁ (c + d) V - harmonicEOS k₂ (c - d) V) ^ 2) / (2 * w)) ^ 2
```

The message says that `rw` found no `deltaGauge … ^ 2` to rewrite with `deltaGauge_sq`: the goal holds the square root of the integral instead. The `refine` step put it there. Its second `Real.sqrt_nonneg _` proves that some square root is nonnegative, so the right-hand side took the form of a product of two square roots. To match this with the actual goal, Lean unfolded `deltaGauge`, and the new goal kept the unfolded form. The two forms are equal by definition, but `rw` does not unfold `deltaGauge` when it looks for its pattern.

The repair uses `deltaGauge_nonneg _ _ _ _` for that factor. The product then contains `deltaGauge` by name, the new goal keeps it, and `deltaGauge_sq` finds its pattern.

The type added to `by norm_num` is mere tidying. It says outright that the root being squared is that of 3, and the goal in the message shows that this rewrite had already worked.

Fix (accepted with no message):

```diff
@@ -76,6 +76,6 @@
   rw [le_div_iff₀ hpos]
   refine (sq_le_sq₀ (by positivity)
-    (mul_nonneg (Real.sqrt_nonneg _) (Real.sqrt_nonneg _))).1 ?_
-  rw [mul_pow, mul_pow (Real.sqrt 3), sq_abs, Real.sq_sqrt (by norm_num),
+    (mul_nonneg (Real.sqrt_nonneg _) (deltaGauge_nonneg _ _ _ _))).1 ?_
+  rw [mul_pow, mul_pow (Real.sqrt 3), sq_abs, Real.sq_sqrt (by norm_num : (0 : ℝ) ≤ 3),
     deltaGauge_sq k₁ k₂ c d hw]
   -- the stiffness mismatch can only increase the gauge
```
